# The xx, yy and zz bond operators of a three-leg spin-1/2 star square to one and anticommute pairwise

A central spin-1/2 is joined to three others, all on distinct sites, and each bond carries the product of the same Pauli matrix at its two ends: x on one bond, y on the next, z on the third. `bond_algebra` states that each of these bond operators squares to the identity and that any two different ones anticommute. These are identities between linear operators on all complex-valued functions of the spin configurations, so no normalisation is assumed, and the set of sites need not be finite. The attempt proves the Pauli relations entry by entry, then reorders the products using the fact that operators on different sites commute, with the minus sign coming from the two Pauli matrices at the centre.

Lean 4 with Mathlib refuses this proof:

```lean
import Mathlib

open Matrix

namespace KitaevStarBound

noncomputable section

/-- Amplitudes of a many-spin state in the basis of spin configurations. -/
abbrev State (V : Type*) := (V → Fin 2) → ℂ

/-- The Pauli matrices, with the colours x, y, z numbered 0, 1, 2. -/
def pauli : Fin 3 → Matrix (Fin 2) (Fin 2) ℂ :=
  ![!![0, 1; 1, 0], !![0, -Complex.I; Complex.I, 0], !![1, 0; 0, -1]]

/-- A 2×2 matrix acting on the spin at site `i` and on no other spin. -/
def onSite {V : Type*} [DecidableEq V] (i : V) (M : Matrix (Fin 2) (Fin 2) ℂ) :
    Module.End ℂ (State V) where
  toFun ψ s := ∑ b, M (s i) b * ψ (Function.update s i b)
  map_add' ψ φ := by
    funext s
    simp only [Fin.sum_univ_two, Pi.add_apply]
    ring
  map_smul' c ψ := by
    funext s
    simp only [Fin.sum_univ_two, Pi.smul_apply, smul_eq_mul, RingHom.id_apply]
    ring

/-- The bond operator: the product of the colour-`c` Pauli operators at sites `i` and `j`. -/
def bondOp {V : Type*} [DecidableEq V] (i j : V) (c : Fin 3) : Module.End ℂ (State V) :=
  onSite i (pauli c) * onSite j (pauli c)

variable {V : Type*} [DecidableEq V]

/-- Operators on the same site multiply like their matrices. -/
theorem onSite_mul (i : V) (M N : Matrix (Fin 2) (Fin 2) ℂ) :
    onSite i M * onSite i N = onSite i (M * N) := by
  refine LinearMap.ext fun ψ => funext fun s => ?_
  simp only [Module.End.mul_apply, onSite, LinearMap.coe_mk, AddHom.coe_mk, Fin.sum_univ_two,
    Function.update_self, Function.update_idem, Matrix.mul_apply]
  ring

/-- Operators on different sites commute. -/
theorem onSite_comm {i j : V} (h : i ≠ j) (M N : Matrix (Fin 2) (Fin 2) ℂ) :
    onSite i M * onSite j N = onSite j N * onSite i M := by
  refine LinearMap.ext fun ψ => funext fun s => ?_
  simp only [Module.End.mul_apply, onSite, LinearMap.coe_mk, AddHom.coe_mk, Fin.sum_univ_two,
    Function.update_of_ne h, Function.update_of_ne h.symm, Function.update_comm h]
  ring

/-- The three bond operators of a star square to one and anticommute with each other. -/
theorem bond_algebra {i : V} {j : Fin 3 → V} (hij : ∀ c, i ≠ j c)
    (hj : Function.Injective j) :
    (∀ c, bondOp i (j c) c * bondOp i (j c) c = 1) ∧
    ∀ c d, c ≠ d → bondOp i (j c) c * bondOp i (j d) d =
      -(bondOp i (j d) d * bondOp i (j c) c) := by
  have hp : ∀ c, pauli c * pauli c = 1 := by
    intro c
    fin_cases c <;> ext a b <;> fin_cases a <;> fin_cases b <;>
      simp [pauli, Matrix.mul_apply, Fin.sum_univ_two]
  have hq : ∀ c d, c ≠ d → pauli c * pauli d = -(pauli d * pauli c) := by
    intro c d h
    fin_cases c <;> fin_cases d <;> first
      | exact absurd rfl h
      | (ext a b; fin_cases a <;> fin_cases b <;>
          simp [pauli, Matrix.mul_apply, Fin.sum_univ_two])
  have h1 : ∀ v : V, onSite v 1 = 1 := fun v => by
    refine LinearMap.ext fun ψ => funext fun s => ?_
    simp [onSite, Matrix.one_apply]
  have hn : ∀ (v : V) M, onSite v (-M) = -onSite v M := fun v M => by
    refine LinearMap.ext fun ψ => funext fun s => ?_
    simp [onSite]
  constructor
  · intro c
    have hc := onSite_comm (hij c) (pauli c) (pauli c)
    calc bondOp i (j c) c * bondOp i (j c) c
        = onSite i (pauli c) * (onSite (j c) (pauli c) * onSite i (pauli c))
            * onSite (j c) (pauli c) := by simp only [bondOp, mul_assoc]
      _ = (onSite i (pauli c) * onSite i (pauli c)) *
            (onSite (j c) (pauli c) * onSite (j c) (pauli c)) := by
          rw [← hc]; simp only [mul_assoc]
      _ = 1 := by rw [onSite_mul, onSite_mul, hp, h1, h1, one_mul]
  · intro c d hcd
    have e1 := onSite_comm (hij c) (pauli d) (pauli c)
    have e2 : onSite i (pauli c) * onSite i (pauli d) =
        -(onSite i (pauli d) * onSite i (pauli c)) := by
      rw [onSite_mul, onSite_mul, hq c d hcd, hn]
    have e3 := onSite_comm (hj.ne hcd) (pauli c) (pauli d)
    have e4 := onSite_comm (hij d) (pauli c) (pauli d)
    -- only the two Pauli operators at the centre produce a sign
    unfold bondOp
    generalize onSite i (pauli c) = a at *
    generalize onSite i (pauli d) = a' at *
    generalize onSite (j c) (pauli c) = b at *
    generalize onSite (j d) (pauli d) = b' at *
    calc a * b * (a' * b') = a * (b * a') * b' := by simp only [mul_assoc]
      _ = (a * a') * (b * b') := by rw [← e1]; simp only [mul_assoc]
      _ = -(a' * (a * b') * b) := by rw [e2, e3]; simp only [mul_assoc, neg_mul]
      _ = -(a' * b' * (a * b)) := by rw [e4]; simp only [mul_assoc]

end

end KitaevStarBound
```

Compiling this gives:

```
Main.lean:98:34: error: unsolved goals
V : Type u_1
inst✝ : DecidableEq V
i : V
j : Fin 3 → V
hij : ∀ (c : Fin 3), i ≠ j c
hj : Function.Injective j
hp : ∀ (c : Fin 3), pauli c * pauli c = 1
hq : ∀ (c d : Fin 3), c ≠ d → pauli c * pauli d = -(pauli d * pauli c)
h1 : ∀ (v : V), onSite v 1 = 1
hn : ∀ (v : V) (M : Matrix (Fin 2) (Fin 2) ℂ), onSite v (-M) = -onSite v M
c d : Fin 3
hcd : c ≠ d
a a' : Module.End ℂ (State V)
e2 : a * a' = -(a' * a)
b : Module.End ℂ (State V)
e1 : a' * b = b * a'
b' : Module.End ℂ (State V)
e4 : a * b' = b' * a
e3 : b * b' = b' * b
⊢ -(a' * a) * (b' * b) = -(a' * (a * (b' * b)))
Main.lean:98:72: warning: This simp argument is unused:
  neg_mul

Hint: Omit it from the simp argument list.
  [apply] simp only [mul_assoc]

Note: This linter can be disabled with `set_option linter.unusedSimpArgs false`
```

Diagnosis. The error is in the step that brings out the minus sign. After `rw [e2, e3]`, the left side is `-(a' * a) * (b' * b)`, and `simp only` should have moved the sign outside with `neg_mul`. It did not: the sign is still on the first factor in the remaining goal, and the warning reports `neg_mul` as unused. `mul_assoc` cannot regroup the left side while that negation is in the way.

The algebra is right, and the repair uses the same lemma. What fails is `simp`'s matching of `neg_mul` to these operators. `simp` unfolds little when it compares terms, including the instances that supply negation and multiplication, whereas `exact` may unfold definitions to see that two expressions agree. That points to an instance mismatch, though the messages do not name the instances.

The repair proves the regrouping without the sign as `hm`, where `mul_assoc` is enough. It then gives `neg_mul` its two factors explicitly, applies negation to both sides of `hm` with `congrArg`, and joins the two equalities with `.trans`. With `simp` no longer handling the sign, the warning goes too.

Lean accepts the file once it reads:

```diff
@@ -96,5 +96,8 @@
     calc a * b * (a' * b') = a * (b * a') * b' := by simp only [mul_assoc]
       _ = (a * a') * (b * b') := by rw [← e1]; simp only [mul_assoc]
-      _ = -(a' * (a * b') * b) := by rw [e2, e3]; simp only [mul_assoc, neg_mul]
+      _ = -(a' * (a * b') * b) := by
+          have hm : a' * a * (b' * b) = a' * (a * b') * b := by simp only [mul_assoc]
+          rw [e2, e3]
+          exact (neg_mul (a' * a) (b' * b)).trans (congrArg (fun x => -x) hm)
       _ = -(a' * b' * (a * b)) := by rw [e4]; simp only [mul_assoc]
 
```
